# Exchange quartets on a chain grow linearly in number at fixed overlap and density ranges

An exchange loop that tests only whether the two basis functions within each charge distribution overlap must visit every pair of surviving distributions, however far apart the two distributions are. On a long chain with a short-ranged density matrix, most of that work multiplies integrals by density-matrix elements that are zero or negligible. The problems below count what is left when the range of the density matrix is used as well. For exact exchange in Hartree–Fock and hybrid-functional calculations, this bounds the number of contributing terms in a model with one basis function per site and sharp cutoffs.

## Sites, cutoffs and quartets

```lean
import Mathlib

open Finset

namespace ExchangeQuartetCounting
```

The chain is open and has $M$ sites, numbered $0,\dots,M-1$ and represented by `Fin M`. Distances are differences of site numbers, taken in the integers so that they can be negative before the absolute value is applied. `Near r i j` says that $|i-j|\le r$.

```lean
/-- Two sites of an open chain of `M` sites are at most `r` lattice spacings apart. -/
abbrev Near {M : ℕ} (r : ℕ) (i j : Fin M) : Prop :=
  |((i : ℕ) : ℤ) - ((j : ℕ) : ℤ)| ≤ (r : ℤ)
```

A two-electron integral $(ml|ns)$ carries four site labels. The pair $m,l$ forms the charge distribution of one electron, and $n,s$ that of the other.

```lean
/-- The four site labels `(m, l, n, s)` of a two-electron integral `(ml|ns)`. -/
abbrev Quartet (M : ℕ) : Type := Fin M × Fin M × Fin M × Fin M
```

Let $R$ be the overlap range and $D$ the density range, both non-negative integers. The Coulomb quartets form the set $C$, in which each charge distribution is made of two sites at most $R$ apart.

```lean
/-- Coulomb quartets: both charge distributions `ml` and `ns` lie within the overlap
range `R`. -/
def coulombQuartets (M R : ℕ) : Finset (Quartet M) :=
  univ.filter fun q => Near R q.1 q.2.1 ∧ Near R q.2.2.1 q.2.2.2
```

The exchange quartets form the set $X$, which also limits the distance between the sites coupled by a density-matrix element.

```lean
/-- Exchange quartets: the two overlap conditions hold, and the sites `l` and `s` coupled by
the density matrix lie within the density range `D`. -/
def exchangeQuartets (M R D : ℕ) : Finset (Quartet M) :=
  univ.filter fun q =>
    Near R q.1 q.2.1 ∧ Near R q.2.2.1 q.2.2.2 ∧ Near D q.2.1 q.2.2.2
```

Ordered quartets are counted, so permutational symmetry of the integrals is not used, and the cost of finding the surviving quartets is left out.

The closed-shell exchange energy is
$$E_x=-\tfrac14\sum_{m,l,n,s}P_{mn}P_{ls}\,(ml|ns),$$
where $P$ is the spin-summed density matrix. In Lean, `P` and `g` are arbitrary real arrays, with `g m l n s` standing for $(ml|ns)$; no symmetry is assumed, and the integrals are not computed from Gaussians.

```lean
/-- The closed-shell exchange energy `-1/4 ∑ P_mn P_ls (ml|ns)` for a real density matrix `P`
and real two-electron integrals `g m l n s = (ml|ns)`. -/
noncomputable def exchangeEnergy {M : ℕ} (P : Fin M → Fin M → ℝ)
    (g : Fin M → Fin M → Fin M → Fin M → ℝ) : ℝ :=
  -(1 / 4) * ∑ m, ∑ l, ∑ n, ∑ s, P m n * P l s * g m l n s
```

The last definition re-labels a quartet by one site and three signed distances.

```lean
/-- A quartet described by the site `l` and the displacements `m - l`, `s - l`, `n - s`. -/
def displacements {M : ℕ} (q : Quartet M) : Fin M × ℤ × ℤ × ℤ :=
  (q.2.1, ((q.1 : ℕ) : ℤ) - ((q.2.1 : ℕ) : ℤ),
    ((q.2.2.2 : ℕ) : ℤ) - ((q.2.1 : ℕ) : ℤ),
    ((q.2.2.1 : ℕ) : ℤ) - ((q.2.2.2 : ℕ) : ℤ))
```

## (a) Membership in the exchange set

Show that
$$(m,l,n,s)\in X\iff |m-l|\le R,\quad |n-s|\le R,\quad |l-s|\le D .$$

The set $X$ is selected from all quartets by exactly these three conditions, so membership means that all three hold. In Lean, `simp` unfolds the filter, and the later proofs can then use named sites instead of the components of a tuple.

```lean
/-- A quartet is an exchange quartet exactly when it meets the two overlap conditions and the
density condition. -/
theorem mem_exchangeQuartets {M R D : ℕ} {m l n s : Fin M} :
    (m, l, n, s) ∈ exchangeQuartets M R D ↔ Near R m l ∧ Near R n s ∧ Near D l s := by
  simp [exchangeQuartets]
```

## (b) Discarded quartets contribute nothing

Suppose that $P_{ls}=0$ whenever $|l-s|>D$, and that $(ml|ns)=0$ whenever $|m-l|>R$ or $|n-s|>R$. Show that
$$E_x=-\tfrac14\sum_{(m,l,n,s)\in X}P_{mn}P_{ls}\,(ml|ns).$$

Take a quartet outside $X$. If $|l-s|>D$, then $P_{ls}=0$. If $|l-s|\le D$, one of the overlap conditions must fail, and then $(ml|ns)=0$. Either way the term vanishes, and removing it leaves the sum unchanged.

Both vanishing conditions are assumed, as `hP` and `hg`. The first stands for the decay of the density matrix with distance, which is exponential in a gapped system. The second stands for the rapid decay of the product of two Gaussians as their centres separate. Real tails are small but not zero, so the equality is exact only for the sharp cutoffs. Some terms kept in $X$ may still vanish, because the range of $P_{mn}$ is not used for screening.

The proof applies `Finset.sum_subset` to the discarded terms, and `by_cases hd` makes the distinction above. `Fintype.sum_prod_type` then turns the single sum over quartets into the four nested sums of the energy.

```lean
/-- If the integrals vanish beyond the overlap range and the density matrix vanishes beyond
the density range, the exchange energy is a sum over the exchange quartets alone. -/
theorem exchangeEnergy_eq_screened {M R D : ℕ} (P : Fin M → Fin M → ℝ)
    (g : Fin M → Fin M → Fin M → Fin M → ℝ)
    (hP : ∀ l s, ¬ Near D l s → P l s = 0)
    (hg : ∀ m l n s, ¬ (Near R m l ∧ Near R n s) → g m l n s = 0) :
    exchangeEnergy P g = -(1 / 4) * ∑ q ∈ exchangeQuartets M R D,
      P q.1 q.2.2.1 * P q.2.1 q.2.2.2 * g q.1 q.2.1 q.2.2.1 q.2.2.2 := by
  have h : ∑ q ∈ exchangeQuartets M R D,
      P q.1 q.2.2.1 * P q.2.1 q.2.2.2 * g q.1 q.2.1 q.2.2.1 q.2.2.2
      = ∑ q : Quartet M,
        P q.1 q.2.2.1 * P q.2.1 q.2.2.2 * g q.1 q.2.1 q.2.2.1 q.2.2.2 := by
    apply Finset.sum_subset (Finset.subset_univ _)
    rintro ⟨m, l, n, s⟩ - hq
    rw [mem_exchangeQuartets] at hq
    -- a discarded quartet has a vanishing density element or a vanishing integral
    by_cases hd : Near D l s
    · have h0 : g m l n s = 0 := hg m l n s fun h => hq ⟨h.1, h.2, hd⟩
      simp only [h0, mul_zero]
    · have h0 : P l s = 0 := hP l s hd
      simp only [h0, mul_zero, zero_mul]
  unfold exchangeEnergy
  rw [h]
  simp only [Fintype.sum_prod_type]
```

## (c) Counting by displacements

Show that
$$|X|\le M(2R+1)^2(2D+1).$$

For a quartet in $X$, set
$$a=m-l,\qquad b=s-l,\qquad c=n-s .$$
The three conditions give $|a|\le R$, $|b|\le D$ and $|c|\le R$. The quartet can be recovered from $l,a,b,c$:
$$m=l+a,\qquad s=l+b,\qquad n=l+b+c .$$
Different quartets therefore have different data $(l,a,b,c)$. There are $M$ choices of $l$, and there are $2r+1$ integers between $-r$ and $r$, so the number of possible data is
$$M(2R+1)(2D+1)(2R+1).$$
When $R$ or $D$ is positive, some of these data would place a site outside the chain near its ends, so in general the count gives only an upper bound.

In Lean, `hbox` counts the integers in one interval. `Finset.card_le_card_of_injOn` then asks for the two facts just used: `displacements` maps $X$ into the product of intervals, and it is injective there. `omega` settles the integer arithmetic in both.

```lean
/-- The number of exchange quartets is at most `M (2R+1)² (2D+1)`. -/
theorem card_exchangeQuartets_le (M R D : ℕ) :
    (exchangeQuartets M R D).card ≤ M * (2 * R + 1) ^ 2 * (2 * D + 1) := by
  have hbox (r : ℕ) : (Finset.Icc (-(r : ℤ)) (r : ℤ)).card = 2 * r + 1 := by
    rw [Int.card_Icc]
    omega
  have hle : (exchangeQuartets M R D).card ≤
      ((univ : Finset (Fin M)) ×ˢ (Finset.Icc (-(R : ℤ)) (R : ℤ) ×ˢ
        (Finset.Icc (-(D : ℤ)) (D : ℤ) ×ˢ Finset.Icc (-(R : ℤ)) (R : ℤ)))).card := by
    apply Finset.card_le_card_of_injOn displacements
    · -- each displacement lies in its box
      rintro ⟨m, l, n, s⟩ hq
      obtain ⟨h1, h2, h3⟩ := mem_exchangeQuartets.1 (Finset.mem_coe.1 hq)
      have h1' := abs_le.1 h1
      have h2' := abs_le.1 h2
      have h3' := abs_le.1 h3
      apply Finset.mem_coe.2
      simp only [displacements, Finset.mem_product, Finset.mem_univ, Finset.mem_Icc, true_and]
      omega
    · -- the site and the displacements determine the quartet
      rintro ⟨m, l, n, s⟩ - ⟨m', l', n', s'⟩ - h
      simp only [displacements, Prod.mk.injEq] at h
      obtain ⟨h1, h2, h3, h4⟩ := h
      have h0 : (l : ℕ) = (l' : ℕ) := congrArg Fin.val h1
      simp only [Prod.mk.injEq, Fin.ext_iff]
      omega
  refine hle.trans (le_of_eq ?_)
  simp only [Finset.card_product, Finset.card_univ, Fintype.card_fin, hbox]
  ring
```

## (d) Coulomb quartets at any separation

Show that
$$M^2\le |C| .$$

For every pair of sites $m,n$, the quartet $(m,m,n,n)$ satisfies both overlap conditions, since $|m-m|=|n-n|=0\le R$. Different pairs give different quartets, and there are $M^2$ pairs. Physically, these are the repulsions between two single-site charge distributions, which no overlap test removes at any distance.

The Lean proof uses this same map from pairs to quartets and checks that it lands in $C$ and is injective.

```lean
/-- The number of Coulomb quartets is at least `M²`. -/
theorem sq_le_card_coulombQuartets (M R : ℕ) : M ^ 2 ≤ (coulombQuartets M R).card := by
  have hcard : (univ : Finset (Fin M × Fin M)).card = M ^ 2 := by
    simp [sq]
  rw [← hcard]
  -- the quartets (m, m, n, n) always survive
  apply Finset.card_le_card_of_injOn (fun p : Fin M × Fin M => (p.1, p.1, p.2, p.2))
  · rintro ⟨m, n⟩ -
    simp [coulombQuartets]
  · rintro ⟨m, n⟩ - ⟨m', n'⟩ - h
    simp only [Prod.mk.injEq] at h
    exact Prod.ext h.1 h.2.2.1
```

## (e) The two growth laws side by side

Show that, for the same chain and the same ranges,
$$|X|\le K M\quad\text{and}\quad M^2\le |C|,\qquad K=(2R+1)^2(2D+1).$$

The first inequality is (c) and the second is (d). The number $K$ depends on the ranges but not on $M$. When the chain is lengthened at fixed $R$ and $D$, the exchange count is thus bounded by a linear function, while the Coulomb count grows at least quadratically. The Lean proof pairs the two earlier theorems.

```lean
/-- Exchange quartets number at most `M (2R+1)² (2D+1)`, linear in the chain length `M`, while
Coulomb quartets number at least `M²`. -/
theorem exchange_linear_coulomb_quadratic (M R D : ℕ) :
    (exchangeQuartets M R D).card ≤ M * (2 * R + 1) ^ 2 * (2 * D + 1) ∧
      M ^ 2 ≤ (coulombQuartets M R).card :=
  ⟨card_exchangeQuartets_le M R D, sq_le_card_coulombQuartets M R⟩
```

## (f) A floor for the exchange count

Show that
$$M\le |X| .$$

The quartet $(m,m,m,m)$ has all its distances equal to zero, so it lies in $X$ for any ranges. There is one such quartet for each site. Together with (c) this gives $M\le|X|\le KM$, so at fixed ranges the growth is linear from below as well as from above. In Lean, the injection sends `m` to `(m, m, m, m)`, and comparing first components shows that it is injective.

```lean
/-- The number of exchange quartets is at least `M`. -/
theorem le_card_exchangeQuartets (M R D : ℕ) : M ≤ (exchangeQuartets M R D).card := by
  have hcard : (univ : Finset (Fin M)).card = M := by simp
  conv_lhs => rw [← hcard]
  apply Finset.card_le_card_of_injOn (fun m : Fin M => (m, m, m, m))
  · intro m _
    simp [exchangeQuartets]
  · intro m _ m' _ h
    exact congrArg Prod.fst h
```

## (g) Both ranges zero

Show that, for $R=D=0$,
$$|X|=M .$$

Here $K=1$, so (c) gives $|X|\le M$, and (f) gives $M\le|X|$. The bound in (c) is therefore attained in this case, where only the on-site quartets survive. `le_antisymm` joins the two inequalities.

```lean
/-- At zero overlap range and zero density range there are exactly `M` exchange quartets. -/
theorem card_exchangeQuartets_zero (M : ℕ) : (exchangeQuartets M 0 0).card = M :=
  le_antisymm (by simpa using card_exchangeQuartets_le M 0 0) (le_card_exchangeQuartets M 0 0)
```

## (h) A chain length that guarantees fewer exchange quartets

Show that
$$M>(2R+1)^2(2D+1)\quad\Longrightarrow\quad |X|<|C| .$$

With $K$ as in (e), the hypothesis is $K<M$, and it forces $M>0$. Multiplying by $M$ gives
$$|X|\le MK<M\cdot M=M^2\le|C| .$$
For $R=1$ and $D=2$ we have $K=45$, so the condition asks for at least 46 sites. It is sufficient but in general not necessary. Every exchange quartet is also a Coulomb quartet, and as soon as $M\ge D+2$ the quartet $(0,0,D+1,D+1)$ lies in $C$ but not in $X$. In the example, 4 sites are therefore already enough; the larger number comes from comparing the bounds in (c) and (d) instead of the sets themselves.

The `calc` block follows this chain of relations line by line, with `hpos` supplying $M>0$ for the strict step.

```lean
/-- On a chain longer than `(2R+1)² (2D+1)` sites there are strictly fewer exchange quartets
than Coulomb quartets. -/
theorem exchange_lt_coulomb {M R D : ℕ} (hM : (2 * R + 1) ^ 2 * (2 * D + 1) < M) :
    (exchangeQuartets M R D).card < (coulombQuartets M R).card := by
  have hpos : 0 < M := by omega
  calc (exchangeQuartets M R D).card
      ≤ M * (2 * R + 1) ^ 2 * (2 * D + 1) := card_exchangeQuartets_le M R D
    _ = M * ((2 * R + 1) ^ 2 * (2 * D + 1)) := by ring
    _ < M * M := Nat.mul_lt_mul_of_pos_left hM hpos
    _ = M ^ 2 := by ring
    _ ≤ (coulombQuartets M R).card := sq_le_card_coulombQuartets M R
```

## (i) A density matrix that spans the chain

Show that
$$M\le D+1\quad\Longrightarrow\quad X=C .$$

Site numbers run from $0$ to $M-1$, so any two sites satisfy $|l-s|\le M-1\le D$. The density condition then holds for every quartet and removes nothing. For $M=0$ both sets are empty.

With (d), this gives $|X|\ge M^2$ whenever the density range covers the chain. The linear growth in (e) thus relies on $D$ staying bounded as the chain is lengthened, and it is lost if the density matrix always reaches from end to end.

In Lean, `hall` proves the density condition for every pair of sites, and `Finset.filter_congr` concludes that the two filters select the same quartets.

```lean
/-- If the density range spans the whole chain, the exchange quartets are the same as the
Coulomb quartets. -/
theorem exchange_eq_coulomb_of_long_range {M R D : ℕ} (hD : M ≤ D + 1) :
    exchangeQuartets M R D = coulombQuartets M R := by
  have hall (l s : Fin M) : Near D l s := by
    have hl := l.isLt
    have hs := s.isLt
    apply abs_le.2
    omega
  apply Finset.filter_congr
  intro q _
  exact ⟨fun h => ⟨h.1, h.2.1⟩, fun h => ⟨h.1, h.2, hall _ _⟩⟩

end ExchangeQuartetCounting
```

```lean
#print axioms ExchangeQuartetCounting.exchange_linear_coulomb_quadratic
-- 'ExchangeQuartetCounting.exchange_linear_coulomb_quadratic' depends on axioms: [propext, Classical.choice, Quot.sound]
#print axioms ExchangeQuartetCounting.card_exchangeQuartets_zero
-- 'ExchangeQuartetCounting.card_exchangeQuartets_zero' depends on axioms: [propext, Classical.choice, Quot.sound]
#print axioms ExchangeQuartetCounting.exchange_lt_coulomb
-- 'ExchangeQuartetCounting.exchange_lt_coulomb' depends on axioms: [propext, Classical.choice, Quot.sound]
#print axioms ExchangeQuartetCounting.exchange_eq_coulomb_of_long_range
-- 'ExchangeQuartetCounting.exchange_eq_coulomb_of_long_range' depends on axioms: [propext, Classical.choice, Quot.sound]
```
